# Linear-response Hubbard U in a model shell: one-orbital and whole-shell probes

Take two equivalent orbitals, labelled 0 and 1. Raising the energy of an orbital by a small potential lowers its occupation by $a>0$ per unit potential, as long as the potential produced by the interaction is held fixed. A change of occupation then shifts the potentials: by $u$ per electron on the same orbital, and by $w$ per electron on the other, with $u>w>0$.

Apply a unit potential to orbital 0 only. The occupation changes $n_0,n_1$, taken to linear order, satisfy

$$n_0=-a(1+u n_0+w n_1),\qquad n_1=-a(u n_1+w n_0).$$

The second equation gives $n_1=-\dfrac{aw}{1+au}\,n_0$: the unperturbed orbital responds with the opposite sign. Inserting this in the first and dividing by $-a n_0$ gives

$$-\frac1{n_0}=\frac1a+u-\frac{aw^2}{1+au}.$$

The Hubbard parameter is formed here from single numbers, as the inverse bare response of the probed occupation minus its inverse screened response:

$$U=-\frac1a-\frac1{n_0}=u-\frac{aw^2}{1+au}<u.$$

The reduction is the screening by orbital 1. If the unit potential acts on both orbitals and the total occupation is measured, then $n_0=n_1=-a/(1+a(u+w))$. The bare total is $-2a$, and

$$U=-\frac1{2a}+\frac{1+a(u+w)}{2a}=\frac{u+w}2.$$

The Lean file treats a shell of $m$ orbitals and recovers these values at $m=2$.

## The model and its Hubbard parameter

```lean
import Mathlib

open Matrix

namespace LinearResponseHubbardU

noncomputable section

variable {ι : Type*} [Fintype ι] [DecidableEq ι]
```

The type `ι` is the finite set of orbital labels. Its size, `Fintype.card ι` in Lean, is $m$ below. A function `ι → ℝ` assigns a real number to each orbital, so it can hold a potential or a set of occupation changes.

```lean
/-- Interaction kernel of a shell of equivalent orbitals: `u` within an orbital and `w`
between different orbitals. -/
def kernel (u w : ℝ) : Matrix ι ι ℝ := Matrix.of fun i j => if i = j then u else w
```

This is the matrix $K$ with $K_{ii}=u$ and $K_{ij}=w$ for $i\ne j$. Its entries stand for the change of an orbital's potential per unit change of occupation. They are given numbers here, not derived from orbitals or from a density functional.

```lean
/-- Bare occupation response to a potential `v`: each orbital responds on its own,
with strength `-a`. -/
def bareResponse (a : ℝ) (v : ι → ℝ) : ι → ℝ := fun i => -a * v i
```

The bare response is $(\chi_0v)_i=-a v_i$. Being diagonal, it leaves out any bare response of one orbital to a potential on another, such as hybridisation would cause.

```lean
/-- The occupation change `n` is the self-consistent response to the potential `v`: it is the bare
response to the sum of `v` and the potential induced by `n` itself. -/
def IsScreened (a u w : ℝ) (v n : ι → ℝ) : Prop :=
  n = bareResponse a (v + kernel u w *ᵥ n)
```

`IsScreened a u w v n` is the statement $n=\chi_0(v+Kn)$, where `*ᵥ` multiplies a matrix by a vector. It is a condition that $n$ may or may not satisfy. The theorems about $U$ take it as a hypothesis.

```lean
/-- Linear-response Hubbard parameter for a probe `p`, which is both the applied potential and
the measured combination of occupations: inverse bare minus inverse screened response. -/
def hubbardU (a : ℝ) (p n : ι → ℝ) : ℝ := (p ⬝ᵥ bareResponse a p)⁻¹ - (p ⬝ᵥ n)⁻¹
```

With `⬝ᵥ` the dot product, the definition reads

$$U=\frac1{p\cdot\chi_0p}-\frac1{p\cdot n}.$$

The probe $p$ is applied as the potential and also selects what is measured. The definition accepts any $n$; the theorems add that $n$ is the screened response to $p$. Since only two numbers are inverted, orbitals outside the probe remain free to respond and to screen.

## Solving the self-consistent equation

```lean
/-- The induced potential on an orbital consists of a part from its own occupation change and
a part from the total occupation change of the shell. -/
theorem kernel_mulVec (u w : ℝ) (n : ι → ℝ) (i : ι) :
    (kernel u w *ᵥ n) i = (u - w) * n i + w * ∑ j, n j := by
  have h : ∀ j, (if i = j then u else w) * n j
      = (if i = j then (u - w) * n j else 0) + w * n j := by
    intro j
    split_ifs <;> ring
  simp only [kernel, Matrix.mulVec, dotProduct, Matrix.of_apply, h, Finset.sum_add_distrib,
    Finset.sum_ite_eq, Finset.mem_univ, if_true, Finset.mul_sum]
```

Writing $N=\sum_j n_j$, the theorem says

$$(Kn)_i=u n_i+w\sum_{j\ne i}n_j=(u-w)n_i+wN.$$

The auxiliary fact `h` splits each term of the sum in this way, with `split_ifs` treating $i=j$ and $i\neq j$ separately.

```lean
/-- The self-consistent equation, written orbital by orbital. -/
theorem isScreened_iff (a u w : ℝ) (v n : ι → ℝ) :
    IsScreened a u w v n ↔
      ∀ i, n i = -a * (v i + ((u - w) * n i + w * ∑ j, n j)) := by
  unfold IsScreened
  rw [funext_iff]
  simp only [bareResponse, Pi.add_apply, kernel_mulVec]
```

Inserting that formula turns the vector equation into one equation per orbital:

$$n_i=-a\bigl(v_i+(u-w)n_i+wN\bigr).$$

The arrow `↔` means that the two forms are equivalent.

```lean
/-- The total occupation change of the shell obeys a closed equation driven by the total
applied potential. -/
theorem total_response {a u w : ℝ} {v n : ι → ℝ} (h : IsScreened a u w v n) :
    (1 + a * ((u - w) + Fintype.card ι * w)) * ∑ i, n i = -a * ∑ i, v i := by
  have hs : ∑ i, n i = ∑ i, (-a * (v i + ((u - w) * n i + w * ∑ j, n j))) :=
    Finset.sum_congr rfl fun i _ => (isScreened_iff a u w v n).1 h i
  simp only [Finset.sum_add_distrib, ← Finset.mul_sum, Finset.sum_const, Finset.card_univ,
    nsmul_eq_mul] at hs
  linear_combination hs
```

Sum over $i$, with $V=\sum_i v_i$. The term $wN$ occurs $m$ times, so

$$N=-a\bigl(V+(u-w)N+mwN\bigr),$$

and collecting $N$ gives

$$D N=-aV,\qquad D=1+a(u-w+mw).$$

In the proof, `hs` is the summed equation, and `linear_combination hs` checks that the result follows from it by algebra.

```lean
/-- For `0 < a` and `0 ≤ w ≤ u`, every applied potential has exactly one self-consistent occupation
response. -/
theorem existsUnique_screened {a u w : ℝ} (ha : 0 < a) (hw : 0 ≤ w) (hwu : w ≤ u)
    (v : ι → ℝ) : ∃! n, IsScreened a u w v n := by
  have huw : 0 ≤ u - w := sub_nonneg.2 hwu
  have hd : 1 + a * (u - w) ≠ 0 := by positivity
  have hD : 1 + a * ((u - w) + Fintype.card ι * w) ≠ 0 := by positivity
  -- the total response fixes every orbital response
  obtain ⟨S, hS⟩ : ∃ S, (1 + a * ((u - w) + Fintype.card ι * w)) * S = -a * ∑ i, v i :=
    ⟨_, mul_div_cancel₀ _ hD⟩
  refine ⟨fun i => -a * (v i + w * S) / (1 + a * (u - w)), ?_, ?_⟩
  · have hsum : ∑ i, -a * (v i + w * S) / (1 + a * (u - w)) = S := by
      rw [← Finset.sum_div, div_eq_iff hd, ← Finset.mul_sum, Finset.sum_add_distrib,
        Finset.sum_const, Finset.card_univ, nsmul_eq_mul]
      linear_combination -hS
    refine (isScreened_iff a u w v _).2 fun i => ?_
    have hi := div_mul_cancel₀ (-a * (v i + w * S)) hd
    simp only [hsum]
    linear_combination hi
  · intro n hn
    have hT : ∑ i, n i = S := mul_left_cancel₀ hD ((total_response hn).trans hS.symm)
    funext i
    have hi := (isScreened_iff a u w v n).1 hn i
    rw [hT] at hi
    rw [eq_div_iff hd]
    linear_combination hi
```

The symbol `∃!` means "there is exactly one". The hypotheses are $a>0$ and $0\le w\le u$: the repulsion between orbitals is no stronger than that within an orbital. Then $d=1+a(u-w)$ and $D$ are both positive.

By hand, set $N=-aV/D$ and solve each orbital equation:

$$n_i=\frac{-a(v_i+wN)}{d}.$$

These values must add up to the $N$ that was used. Their sum is $-a(V+mwN)/d$, which equals $N$ because $DN=-aV$ and $D=d+amw$. Conversely, any solution has this total by the previous theorem, and hence these individual values.

The proof follows the same order, with `S` for $N$: `hsum` is the consistency check, and the last bullet is uniqueness. The screened responses assumed in the theorems about $U$ therefore exist throughout this parameter range.

## Probing the whole shell

```lean
/-- Perturbing and measuring the whole shell yields the average of the interaction kernel
over the orbitals. -/
theorem hubbardU_shell [Nonempty ι] {a u w : ℝ} (ha : 0 < a) {n : ι → ℝ}
    (h : IsScreened a u w (fun _ => 1) n) :
    hubbardU a (fun _ => 1) n = (u + (Fintype.card ι - 1) * w) / Fintype.card ι := by
  have hm : (0 : ℝ) < Fintype.card ι := by exact_mod_cast Fintype.card_pos
  have hS := total_response h
  have h1 : ∑ _i : ι, (1 : ℝ) = Fintype.card ι := by simp
  rw [h1] at hS
  have hb : (fun _ : ι => (1 : ℝ)) ⬝ᵥ bareResponse a (fun _ => 1)
      = -a * Fintype.card ι := by
    simp [dotProduct, bareResponse, mul_comm]
  have hn : (fun _ : ι => (1 : ℝ)) ⬝ᵥ n = ∑ i, n i := by simp [dotProduct]
  have ham : -a * (Fintype.card ι : ℝ) ≠ 0 := mul_ne_zero (neg_ne_zero.2 ha.ne') hm.ne'
  have hS0 : ∑ i, n i ≠ 0 := by
    intro h0
    rw [h0, mul_zero] at hS
    exact ham hS.symm
  -- inverse screened response of the shell
  have hinv : (∑ i, n i)⁻¹
      = (1 + a * ((u - w) + Fintype.card ι * w)) / (-a * Fintype.card ι) := by
    rw [eq_div_iff ham, ← hS, mul_comm, mul_assoc, mul_inv_cancel₀ hS0, mul_one]
  rw [hubbardU, hb, hn, hinv]
  have ha0 := ha.ne'
  have hm0 := hm.ne'
  field_simp
  ring
```

The probe `fun _ => 1` is a unit potential on every orbital, so $V=m$ and $p\cdot n=N$. The bare response is $-am$, and the screened one satisfies $DN=-am$. Hence

$$U=-\frac1{am}+\frac{D}{am}=\frac{u-w+mw}{m}=\frac{u+(m-1)w}{m}.$$

This is the average of all entries of $K$. The response strength $a$ has dropped out. For $m=1$ the value is $u$.

The theorem needs no condition on $u$ and $w$ beyond the existence of the response: $DN=-am\neq0$ already forces $N\ne0$, which is `hS0`. The fact `hinv` is the formula for $1/N$, and `field_simp` and `ring` clear denominators and finish the algebra.

## Probing one orbital

```lean
/-- Perturbing and measuring one orbital yields `u` reduced by a term from the response
of the other orbitals. -/
theorem hubbardU_orbital {a u w : ℝ} (ha : 0 < a) (hw : 0 ≤ w) (hwu : w ≤ u) (i : ι)
    {n : ι → ℝ} (h : IsScreened a u w (Pi.single i 1) n) :
    hubbardU a (Pi.single i 1) n = u - (Fintype.card ι - 1) * a * w ^ 2 /
      (1 + a * (u + (Fintype.card ι - 2) * w)) := by
  have hm : (1 : ℝ) ≤ Fintype.card ι := by
    exact_mod_cast Fintype.card_pos_iff.2 ⟨i⟩
  obtain ⟨E, hE⟩ : ∃ E, E = 1 + a * (u + ((Fintype.card ι : ℝ) - 2) * w) := ⟨_, rfl⟩
  have hE0 : E ≠ 0 := by
    have h1 := mul_nonneg ha.le (sub_nonneg.2 hwu)
    have h2 := mul_nonneg ha.le (mul_nonneg (sub_nonneg.2 hm) hw)
    have : 0 < E := by rw [hE]; linarith
    exact this.ne'
  have hS := total_response h
  have h1 : ∑ j, (Pi.single i 1 : ι → ℝ) j = 1 := by simp [Pi.single_apply]
  rw [h1] at hS
  have hi := (isScreened_iff a u w _ n).1 h i
  rw [Pi.single_eq_same] at hi
  -- eliminate the total occupation change
  have hx : (1 + a * ((u - w) + Fintype.card ι * w)) * (1 + a * (u - w)) * n i = -a * E := by
    rw [hE]
    linear_combination (1 + a * ((u - w) + Fintype.card ι * w)) * hi - a * w * hS
  have haE : -a * E ≠ 0 := mul_ne_zero (neg_ne_zero.2 ha.ne') hE0
  have hn0 : n i ≠ 0 := by
    intro h0
    rw [h0, mul_zero] at hx
    exact haE hx.symm
  have hinv : (n i)⁻¹
      = (1 + a * ((u - w) + Fintype.card ι * w)) * (1 + a * (u - w)) / (-a * E) := by
    rw [eq_div_iff haE, ← hx, mul_comm, mul_assoc, mul_inv_cancel₀ hn0, mul_one]
  have hb : (Pi.single i 1 : ι → ℝ) ⬝ᵥ bareResponse a (Pi.single i 1) = -a := by
    simp [dotProduct, bareResponse, Pi.single_apply]
  have hn : (Pi.single i 1 : ι → ℝ) ⬝ᵥ n = n i := by simp [dotProduct, Pi.single_apply]
  rw [hubbardU, hb, hn, hinv, ← hE]
  have ha0 := ha.ne'
  field_simp
  rw [hE]
  ring
```

`Pi.single i 1` is the potential with value 1 on orbital $i$ and 0 elsewhere. Now $V=1$, the bare response is $-a$, and $p\cdot n=n_i$. From $N=-a/D$,

$$d\,n_i=-a(1+wN)=-a\,\frac{D-aw}{D}.$$

Set $E=D-aw=1+a(u+(m-2)w)$. Then $dD\,n_i=-aE$, which is `hx` in the proof, and

$$U=-\frac1a+\frac{dD}{aE}.$$

To simplify, use $D=E+aw$ and $d=E-a(m-1)w$:

$$dD=E^2-a(m-2)wE-a^2(m-1)w^2.$$

Dividing by $aE$ and using $E-1-a(m-2)w=au$ leaves

$$U=u-\frac{(m-1)a w^2}{1+a(u+(m-2)w)}.$$

The positivity of $E$, proved as `hE0`, comes from $E=1+a(u-w)+a(m-1)w$. The numerator counts the $m-1$ other orbitals. For a single orbital the correction is zero, and both probes return $u$.

```lean
/-- In a shell of at least two orbitals with `0 < w ≤ u`, the one-orbital Hubbard parameter
lies strictly below `u`. -/
theorem hubbardU_orbital_lt {a u w : ℝ} (ha : 0 < a) (hw : 0 < w) (hwu : w ≤ u)
    (hcard : 1 < Fintype.card ι) (i : ι) {n : ι → ℝ}
    (h : IsScreened a u w (Pi.single i 1) n) : hubbardU a (Pi.single i 1) n < u := by
  rw [hubbardU_orbital ha hw.le hwu i h]
  have hm : (2 : ℝ) ≤ Fintype.card ι := by exact_mod_cast hcard
  have hm1 : (0 : ℝ) < Fintype.card ι - 1 := by linarith
  have hm2 : (0 : ℝ) ≤ Fintype.card ι - 2 := by linarith
  have hu : 0 < u := hw.trans_le hwu
  exact sub_lt_self _ (by positivity)
```

If $m\ge2$ and $0<w\le u$, every factor of the subtracted fraction is positive, so $U<u$. The tactic `positivity` verifies this, and `sub_lt_self` states that subtracting a positive number makes a number smaller.

## The two-orbital values

```lean
/-- Two equivalent orbitals with `0 < a` and `0 < w < u`: the whole-shell probe yields `(u + w) /
2`, while the one-orbital probe yields `u - a w² / (1 + a u)`, which lies strictly between `u - w² /
u` and `u`. -/
theorem two_orbital_hubbardU {a u w : ℝ} (ha : 0 < a) (hw : 0 < w) (hwu : w < u)
    (i : Fin 2) {nShell nOrb : Fin 2 → ℝ} (hShell : IsScreened a u w (fun _ => 1) nShell)
    (hOrb : IsScreened a u w (Pi.single i 1) nOrb) :
    hubbardU a (fun _ => 1) nShell = (u + w) / 2 ∧
    hubbardU a (Pi.single i 1) nOrb = u - a * w ^ 2 / (1 + a * u) ∧
    u - w ^ 2 / u < hubbardU a (Pi.single i 1) nOrb ∧
    hubbardU a (Pi.single i 1) nOrb < u := by
  have hu : 0 < u := hw.trans hwu
  have h2 : hubbardU a (Pi.single i 1) nOrb = u - a * w ^ 2 / (1 + a * u) := by
    rw [hubbardU_orbital ha hw.le hwu.le i hOrb]
    norm_num [Fintype.card_fin]
  refine ⟨?_, h2, ?_, hubbardU_orbital_lt ha hw hwu.le (by simp) i hOrb⟩
  · rw [hubbardU_shell ha hShell]
    norm_num [Fintype.card_fin]
  · rw [h2]
    have hlt : a * w ^ 2 / (1 + a * u) < w ^ 2 / u := by
      rw [div_lt_div_iff₀ (by positivity) hu]
      nlinarith [pow_pos hw 2]
    linarith

end

end LinearResponseHubbardU
```

```lean
#print axioms LinearResponseHubbardU.existsUnique_screened
#print axioms LinearResponseHubbardU.two_orbital_hubbardU
```

```
'LinearResponseHubbardU.existsUnique_screened' depends on axioms: [propext, Classical.choice, Quot.sound]
'LinearResponseHubbardU.two_orbital_hubbardU' depends on axioms: [propext, Classical.choice, Quot.sound]
```

`Fin 2` is the label set $\{0,1\}$, and `i` may be either orbital. The responses `nShell` and `nOrb` belong to the two different probes. The symbol `∧` joins four conclusions:

$$U_{\text{shell}}=\frac{u+w}{2},\qquad U_{\text{orb}}=u-\frac{aw^2}{1+au},\qquad u-\frac{w^2}{u}<U_{\text{orb}},\qquad U_{\text{orb}}<u.$$

The two equalities are the general formulas at $m=2$, evaluated by `norm_num`, and the upper bound is the preceding theorem. For the lower bound, compare the reduction with $w^2/u$:

$$\frac{aw^2}{1+au}<\frac{w^2}{u}\iff auw^2<(1+au)w^2,$$

and the right-hand side holds because $w^2>0$. However strongly the orbitals respond, the screening removes less than $w^2/u$.

For DFT+U, this model with a diagonal bare response and a fixed kernel shows that a linear-response $U$ obtained by inverting single numbers can depend on which occupations are perturbed and measured, so a value of this kind should be quoted together with that choice. For particular parameters the two values can coincide: with two orbitals and $u=3$, $w=2$, $a=1/5$ in matching units, both are $5/2$. The model has one shell and no spin; other atoms and the surrounding electrons enter only as far as they are already contained in $a$, $u$ and $w$.
